# The spin matrix obtained by compressing (2 + L·σ)/3 to a fixed p-shell polarization

For a single p shell with spin one-half, let P = (2 + L·σ)/3, where L is the orbital angular momentum in units of ħ and σ the Pauli matrices. The theorem `compress_quartet` says that sandwiching P between copies of an orbital vector e, with the spin left free, gives the 2×2 matrix (2⟨e,e⟩ + ⟨e,Le⟩·σ)/3. The vector e is any complex one, not necessarily normalised; when ⟨e,e⟩ = 1, the result is (2 + ⟨L⟩·σ)/3, with ⟨L⟩ the expectation value of L in e. The attempt compares the four spin entries one by one, expanding the sums and matrices with `simp` and leaving the remaining algebra to `ring`.

This version doesn't compile in Lean 4 with Mathlib:

```lean
import Mathlib

open Matrix
open Complex (I)
open scoped Kronecker

namespace OpticalOrientation

noncomputable section

/-- The orbital angular momentum matrices of a p shell in the Cartesian basis,
with entries `(L_k)_ij = -i ε_kij`. -/
def orb : Fin 3 → Matrix (Fin 3) (Fin 3) ℂ :=
  ![!![0, 0, 0; 0, 0, -I; 0, I, 0],
    !![0, 0, I; 0, 0, 0; -I, 0, 0],
    !![0, -I, 0; I, 0, 0; 0, 0, 0]]

/-- The three Pauli matrices. -/
def pauli : Fin 3 → Matrix (Fin 2) (Fin 2) ℂ :=
  ![!![0, 1; 1, 0], !![0, -I; I, 0], !![1, 0; 0, -1]]

/-- The spin-orbit operator `L·σ` on the p shell with spin. -/
def spinOrbit : Matrix (Fin 3 × Fin 2) (Fin 3 × Fin 2) ℂ :=
  ∑ k, orb k ⊗ₖ pauli k

/-- The operator `P = (2 + L·σ)/3`. -/
def quartet : Matrix (Fin 3 × Fin 2) (Fin 3 × Fin 2) ℂ :=
  (1 / 3 : ℂ) • ((2 : ℂ) • 1 + spinOrbit)

/-- The compression of an operator to the orbital polarization `e`, a matrix acting on spin. -/
def compress (e : Fin 3 → ℂ) (M : Matrix (Fin 3 × Fin 2) (Fin 3 × Fin 2) ℂ) :
    Matrix (Fin 2) (Fin 2) ℂ :=
  Matrix.of fun s t => ∑ i, ∑ j, star (e i) * M (i, s) (j, t) * e j

lemma spinOrbit_apply (i j : Fin 3) (s t : Fin 2) :
    spinOrbit (i, s) (j, t) = ∑ k, orb k i j * pauli k s t := by
  simp [spinOrbit, Matrix.sum_apply, Matrix.kroneckerMap_apply]

/-- Compressing `P` to the polarization `e` gives `(2⟨e,e⟩ + ⟨e,Le⟩·σ)/3`. -/
theorem compress_quartet (e : Fin 3 → ℂ) :
    compress e quartet = (1 / 3 : ℂ) •
      ((2 * (star e ⬝ᵥ e)) • 1 + ∑ k, (star e ⬝ᵥ orb k *ᵥ e) • pauli k) := by
  ext s t
  fin_cases s <;> fin_cases t <;>
    simp [compress, quartet, spinOrbit_apply, Matrix.one_apply, dotProduct, Matrix.mulVec,
      Fin.sum_univ_succ, orb, pauli] <;> ring

end

end OpticalOrientation
```

Messages:

```
Try this:
  [apply] ring_nf
  
  The `ring` tactic failed to close the goal. Use `ring_nf` to obtain a normal form.
    
  Note that `ring` works primarily in *commutative* rings. If you have a noncommutative ring, abelian group or module, consider using `noncomm_ring`, `abel` or `module` instead.
Try this:
  [apply] ring_nf
  
  The `ring` tactic failed to close the goal. Use `ring_nf` to obtain a normal form.
    
  Note that `ring` works primarily in *commutative* rings. If you have a noncommutative ring, abelian group or module, consider using `noncomm_ring`, `abel` or `module` instead.
Main.lean:42:75: error: unsolved goals
case «0».«1»
e : Fin 3 → ℂ
⊢ (starRingEnd ℂ) (e 0) * e 2 * (1 / 3) + e 2 * (starRingEnd ℂ) (e 1) * I * (-1 / 3) +
        I * (starRingEnd ℂ) (e 2) * e 1 * (1 / 3) +
      (starRingEnd ℂ) (e 2) * e 0 * (-1 / 3) =
    (starRingEnd ℂ) (e 0) * e 2 * I ^ 2 * (-1 / 3) + e 2 * (starRingEnd ℂ) (e 1) * I * (-1 / 3) +
        I * (starRingEnd ℂ) (e 2) * e 1 * (1 / 3) +
      I ^ 2 * (starRingEnd ℂ) (e 2) * e 0 * (1 / 3)

case «1».«0»
e : Fin 3 → ℂ
⊢ (starRingEnd ℂ) (e 0) * e 2 * (-1 / 3) + e 2 * (starRingEnd ℂ) (e 1) * I * (-1 / 3) +
        I * (starRingEnd ℂ) (e 2) * e 1 * (1 / 3) +
      (starRingEnd ℂ) (e 2) * e 0 * (1 / 3) =
    (starRingEnd ℂ) (e 0) * e 2 * I ^ 2 * (1 / 3) + e 2 * (starRingEnd ℂ) (e 1) * I * (-1 / 3) +
        I * (starRingEnd ℂ) (e 2) * e 1 * (1 / 3) +
      I ^ 2 * (starRingEnd ℂ) (e 2) * e 0 * (-1 / 3)
```

This version goes through:

```diff
@@ -44,5 +44,5 @@
   fin_cases s <;> fin_cases t <;>
     simp [compress, quartet, spinOrbit_apply, Matrix.one_apply, dotProduct, Matrix.mulVec,
-      Fin.sum_univ_succ, orb, pauli] <;> ring
+      Fin.sum_univ_succ, orb, pauli] <;> ring_nf <;> simp only [Complex.I_sq] <;> ring
 
 end
```

Cause. The two "Try this" messages say that `ring` could not close a goal and only brought it to normal form. The error shows the two goals left over, the off-diagonal spin entries.

In both, the sides differ only in that the right has factors `I ^ 2` where the left has the sign already worked out. These factors come from multiplying the imaginary entries of L_y and σ_y. `ring` proves identities that hold in any commutative ring and treats `I` as an opaque symbol, so it does not use I² = −1.

The repair supplies that fact. `ring_nf` first normalises the expressions, gathering the products of `I` into `I ^ 2`; `simp only [Complex.I_sq]` replaces each `I ^ 2` by −1; and the final `ring` checks the identity that remains.
